# Spin-up and spin-down derivatives of the energy density n ε(rs, ζ)

## Two potentials from one energy function

In a spin-polarized Kohn–Sham calculation, up and down electrons can feel different exchange-correlation potentials. A local spin-density functional is usually specified by one function, the exchange-correlation energy per particle ε(rs, ζ) of a uniform gas. Its potentials are the derivatives of the energy per volume with respect to the two spin densities, so the variables have to be changed.

Let a and b be the up and down densities, with n = a + b > 0, and set

rs = (3/(4πn))^(1/3),  ζ = (a − b)/n.

Write ε_rs and ε_ζ for the partial derivatives of ε. If ε is differentiable at (rs, ζ), then

∂(nε)/∂a = ε − (rs/3) ε_rs + (1 − ζ) ε_ζ
∂(nε)/∂b = ε − (rs/3) ε_rs + (−1 − ζ) ε_ζ.

These are the exchange-correlation potentials in a Kohn–Sham calculation, added to the external and Hartree potentials, when the functional depends only on the local spin densities, without gradients or orbitals.

## The chain rule along a path

The radius depends on n alone:

drs/dn = (1/3) (3/(4πn))^(−2/3) · (−3/(4πn²)) = −rs/(3n).

Let a and b vary with a parameter, and let a prime denote the derivative in it. The quotient rule gives

ζ' = [(a' − b') n − (a − b) n']/n² = (a' − b' − ζn')/n.

By the product and chain rules,

(nε)' = n'ε + n[ε_rs · (−rs/(3n)) n' + ε_ζ ζ']
= n'(ε − (rs/3) ε_rs) + (a' − b' − ζn') ε_ζ.

Setting a' = 1, b' = 0 gives the first potential; a' = 0, b' = 1 gives the second.

One slip to avoid is to treat the denominator of ζ as constant, which yields ±ε_ζ in place of (±1 − ζ) ε_ζ. The error, ζ ε_ζ, vanishes at ζ = 0, so a check on an unpolarized gas does not reveal it.

## Splitting, weighted sum and exchange

Subtracting the potentials leaves 2ε_ζ. In their density-weighted sum, ε_ζ has the coefficient

a(1 − ζ) + b(−1 − ζ) = a − b − ζn = 0,

so the sum is n(ε − (rs/3) ε_rs).

For local exchange, take ε = −(C/rs) F with F = [(1 + ζ)^(4/3) + (1 − ζ)^(4/3)]/2. The constant C sets the exchange strength: the unpolarized gas has exchange energy −C/rs per particle. In Hartree atomic units, C = (3/(4π)) (9π/4)^(1/3) ≈ 0.458. With P = (1 + ζ)^(1/3) and M = (1 − ζ)^(1/3),

ε_rs = (C/rs²) F,  ε_ζ = −(2/3)(C/rs)(P − M),
F = [(1 + ζ)P + (1 − ζ)M]/2.

Let s = 1 for up and s = −1 for down. The potential is then

−(4/3)(C/rs) F − (2/3)(C/rs)(s − ζ)(P − M)
= −(2/3)(C/rs)[(1 + s)P + (1 − s)M].

This is −(4/3)(C/rs)P for up and −(4/3)(C/rs)M for down.

## How the Lean statement reads

`eps` is a real function on pairs, and `point a b` is the pair (rs, ζ). `dRs` and `dZeta` are one-variable derivatives with the other argument frozen. `energyDensity` is nε.

In `spin_density_chain_rule`, each `HasDerivAt` says that nε is differentiable in one spin density, with the displayed derivative. The hypotheses are `0 < a + b` and joint differentiability of `eps` at the point. The latter is assumed for a general functional and proved for exchange. At full polarization it also involves values of `eps` at |ζ| > 1, so a functional defined only on the physical range needs a suitable extension.

The exchange potentials are stated for both spin densities positive and any real `C`.

```lean
import Mathlib

open Real

namespace SpinDensityChainRules

noncomputable section

/-- The Wigner-Seitz radius of an electron gas of density `n`. -/
def wignerSeitz (n : ℝ) : ℝ := (3 / (4 * π * n)) ^ (1 / 3 : ℝ)

/-- The relative spin polarization of spin densities `a` (up) and `b` (down). -/
def zeta (a b : ℝ) : ℝ := (a - b) / (a + b)

/-- The pair (Wigner-Seitz radius, polarization) belonging to two spin densities. -/
abbrev point (a b : ℝ) : ℝ × ℝ := (wignerSeitz (a + b), zeta a b)

/-- The energy per volume: total density times energy per particle. -/
def energyDensity (eps : ℝ × ℝ → ℝ) (a b : ℝ) : ℝ := (a + b) * eps (point a b)

/-- The partial derivative of `eps` in the radius at fixed polarization. -/
def dRs (eps : ℝ × ℝ → ℝ) (p : ℝ × ℝ) : ℝ := deriv (fun r => eps (r, p.2)) p.1

/-- The partial derivative of `eps` in the polarization at fixed radius. -/
def dZeta (eps : ℝ × ℝ → ℝ) (p : ℝ × ℝ) : ℝ := deriv (fun z => eps (p.1, z)) p.2

/-- The Wigner-Seitz radius changes with density at the rate `-rs / (3 n)`. -/
theorem hasDerivAt_wignerSeitz {n : ℝ} (hn : 0 < n) :
    HasDerivAt wignerSeitz (-wignerSeitz n / (3 * n)) n := by
  have hne : 4 * π * n ≠ 0 := by positivity
  have hg0 : 0 < 3 / (4 * π * n) := by positivity
  have hg : HasDerivAt (fun m : ℝ => 3 / (4 * π * m)) (-(3 / (4 * π * n)) / n) n := by
    refine HasDerivAt.congr_deriv ((hasDerivAt_const n (3 : ℝ)).fun_div
      ((hasDerivAt_id' n).const_mul (4 * π)) hne) ?_
    simp only [zero_mul, zero_sub, mul_one]
    field_simp
  have alg : ∀ g G : ℝ, 0 < g → -g / n * (1 / 3) * (G / g) = -G / (3 * n) := by
    intro g G h
    field_simp
  -- the power rule, with the exponent lowered by one
  refine HasDerivAt.congr_deriv (hg.rpow_const (p := 1 / 3) (Or.inl hg0.ne')) ?_
  rw [Real.rpow_sub_one hg0.ne']
  exact alg _ _ hg0

/-- The rate of change of the polarization along a path of spin densities. -/
theorem hasDerivAt_zeta {a b : ℝ → ℝ} {a' b' t : ℝ} (ha : HasDerivAt a a' t)
    (hb : HasDerivAt b b' t) (hn : a t + b t ≠ 0) :
    HasDerivAt (fun u => zeta (a u) (b u))
      ((a' - b' - zeta (a t) (b t) * (a' + b')) / (a t + b t)) t := by
  refine HasDerivAt.congr_deriv ((ha.fun_sub hb).fun_div (ha.fun_add hb) hn) ?_
  unfold zeta
  field_simp

/-- The total differential of the energy per particle in terms of its two partial derivatives. -/
theorem total_differential {eps : ℝ × ℝ → ℝ} {p : ℝ × ℝ} (h : DifferentiableAt ℝ eps p)
    (x y : ℝ) : fderiv ℝ eps p (x, y) = dRs eps p * x + dZeta eps p * y := by
  have h1 : dRs eps p = fderiv ℝ eps p (1, 0) := by
    have hl : HasFDerivAt eps (fderiv ℝ eps p) ((fun r : ℝ => (r, p.2)) p.1) := h.hasFDerivAt
    exact (hl.comp_hasDerivAt p.1
      ((hasDerivAt_id' p.1).prodMk (hasDerivAt_const p.1 p.2))).deriv
  have h2 : dZeta eps p = fderiv ℝ eps p (0, 1) := by
    have hl : HasFDerivAt eps (fderiv ℝ eps p) ((fun z : ℝ => (p.1, z)) p.2) := h.hasFDerivAt
    exact (hl.comp_hasDerivAt p.2
      ((hasDerivAt_const p.2 p.1).prodMk (hasDerivAt_id' p.2))).deriv
  have e : (x, y) = x • ((1, 0) : ℝ × ℝ) + y • ((0, 1) : ℝ × ℝ) := by simp
  rw [e, map_add, map_smul, map_smul, ← h1, ← h2, smul_eq_mul, smul_eq_mul]
  ring

/-- The rate of change of the energy density along any differentiable path of spin densities. -/
theorem hasDerivAt_energyDensity_path {eps : ℝ × ℝ → ℝ} {a b : ℝ → ℝ} {a' b' t : ℝ}
    (ha : HasDerivAt a a' t) (hb : HasDerivAt b b' t) (hn : 0 < a t + b t)
    (h : DifferentiableAt ℝ eps (point (a t) (b t))) :
    HasDerivAt (fun u => energyDensity eps (a u) (b u))
      ((a' + b') * (eps (point (a t) (b t))
          - wignerSeitz (a t + b t) / 3 * dRs eps (point (a t) (b t)))
        + (a' - b' - zeta (a t) (b t) * (a' + b')) * dZeta eps (point (a t) (b t))) t := by
  have hN := ha.fun_add hb
  have h0 : HasDerivAt wignerSeitz (-wignerSeitz (a t + b t) / (3 * (a t + b t)))
      ((fun u => a u + b u) t) := hasDerivAt_wignerSeitz hn
  have hr := h0.comp t hN
  have hl : HasFDerivAt eps (fderiv ℝ eps (point (a t) (b t)))
      ((fun u => point (a u) (b u)) t) := h.hasFDerivAt
  -- chain rule through the radius and the polarization
  have he := hl.comp_hasDerivAt t (hr.prodMk (hasDerivAt_zeta ha hb hn.ne'))
  rw [total_differential h] at he
  have alg : ∀ N e R Dr Dz Z : ℝ, N ≠ 0 →
      (a' + b') * e + N * (Dr * (-R / (3 * N) * (a' + b'))
        + Dz * ((a' - b' - Z * (a' + b')) / N))
      = (a' + b') * (e - R / 3 * Dr) + (a' - b' - Z * (a' + b')) * Dz := by
    intro N e R Dr Dz Z hN0
    field_simp
    ring
  exact HasDerivAt.congr_deriv (hN.fun_mul he) (alg _ _ _ _ _ _ hn.ne')

/-- The spin-density chain rule: the partial derivatives of `n eps` in the up and down densities
are `eps - (rs/3) eps_rs + (s - zeta) eps_zeta` with `s = 1` and `s = -1`. -/
theorem spin_density_chain_rule {eps : ℝ × ℝ → ℝ} {a b : ℝ} (hn : 0 < a + b)
    (h : DifferentiableAt ℝ eps (point a b)) :
    HasDerivAt (fun x => energyDensity eps x b)
      (eps (point a b) - wignerSeitz (a + b) / 3 * dRs eps (point a b)
        + (1 - zeta a b) * dZeta eps (point a b)) a ∧
    HasDerivAt (fun y => energyDensity eps a y)
      (eps (point a b) - wignerSeitz (a + b) / 3 * dRs eps (point a b)
        + (-1 - zeta a b) * dZeta eps (point a b)) b := by
  constructor
  · refine HasDerivAt.congr_deriv (hasDerivAt_energyDensity_path (a := fun x => x)
      (b := fun _ => b) (hasDerivAt_id' a) (hasDerivAt_const a b) hn h) ?_
    try dsimp only
    ring
  · refine HasDerivAt.congr_deriv (hasDerivAt_energyDensity_path (a := fun _ => a)
      (b := fun y => y) (hasDerivAt_const b a) (hasDerivAt_id' b) hn h) ?_
    try dsimp only
    ring

/-- The up and down potentials differ by `2 eps_zeta`, and their density-weighted sum is
`n (eps - (rs/3) eps_rs)`. -/
theorem potential_splitting_and_sum {eps : ℝ × ℝ → ℝ} {a b : ℝ} (hn : 0 < a + b)
    (h : DifferentiableAt ℝ eps (point a b)) :
    deriv (fun x => energyDensity eps x b) a - deriv (fun y => energyDensity eps a y) b
      = 2 * dZeta eps (point a b) ∧
    a * deriv (fun x => energyDensity eps x b) a + b * deriv (fun y => energyDensity eps a y) b
      = (a + b) * (eps (point a b) - wignerSeitz (a + b) / 3 * dRs eps (point a b)) := by
  obtain ⟨hu, hd⟩ := spin_density_chain_rule hn h
  have hz : zeta a b * (a + b) = a - b := div_mul_cancel₀ _ hn.ne'
  rw [hu.deriv, hd.deriv]
  constructor
  · ring
  · linear_combination (-dZeta eps (point a b)) * hz

/-- The spin-polarized local exchange energy per particle, with strength `C`. -/
def exchangeEps (C : ℝ) (p : ℝ × ℝ) : ℝ :=
  -(C / p.1) * (((1 + p.2) ^ (4 / 3 : ℝ) + (1 - p.2) ^ (4 / 3 : ℝ)) / 2)

/-- Local exchange is differentiable at nonzero radius, with the stated partial derivatives. -/
theorem exchange_partials (C : ℝ) {r : ℝ} (hr : r ≠ 0) (z : ℝ) :
    DifferentiableAt ℝ (exchangeEps C) (r, z) ∧
    dRs (exchangeEps C) (r, z)
      = C / r ^ 2 * (((1 + z) ^ (4 / 3 : ℝ) + (1 - z) ^ (4 / 3 : ℝ)) / 2) ∧
    dZeta (exchangeEps C) (r, z)
      = -(C / r) * (2 / 3 * ((1 + z) ^ (1 / 3 : ℝ) - (1 - z) ^ (1 / 3 : ℝ))) := by
  have h43 : (1 : ℝ) ≤ 4 / 3 := by norm_num
  refine ⟨?_, ?_, ?_⟩
  · have h1 : DifferentiableAt ℝ (fun p : ℝ × ℝ => (1 + p.2) ^ (4 / 3 : ℝ)) (r, z) :=
      (differentiableAt_snd.const_add 1).rpow_const (Or.inr h43)
    have h2 : DifferentiableAt ℝ (fun p : ℝ × ℝ => (1 - p.2) ^ (4 / 3 : ℝ)) (r, z) :=
      (differentiableAt_snd.const_sub 1).rpow_const (Or.inr h43)
    have h3 : DifferentiableAt ℝ (fun p : ℝ × ℝ => C / p.1) (r, z) :=
      DifferentiableAt.comp (g := fun x : ℝ => C / x) (f := Prod.fst) (r, z)
        ((hasDerivAt_const r C).fun_div (hasDerivAt_id' r) hr).differentiableAt
        differentiableAt_fst
    have h4 := h1.add h2
    have hh : ∀ x : ℝ, DifferentiableAt ℝ (fun y : ℝ => y / 2) x :=
      fun x => ((hasDerivAt_id' x).div_const 2).differentiableAt
    have h5 := DifferentiableAt.comp (g := fun y : ℝ => y / 2)
      (f := fun p : ℝ × ℝ => (1 + p.2) ^ (4 / 3 : ℝ) + (1 - p.2) ^ (4 / 3 : ℝ))
      (r, z) (hh _) h4
    have h6 := h3.neg.mul h5
    exact h6
  · refine HasDerivAt.deriv (HasDerivAt.congr_deriv (((hasDerivAt_const r C).fun_div
      (hasDerivAt_id' r) hr).fun_neg.mul_const
        (((1 + z) ^ (4 / 3 : ℝ) + (1 - z) ^ (4 / 3 : ℝ)) / 2)) ?_)
    ring
  · have h1 := ((hasDerivAt_id' z).const_add 1).rpow_const (p := 4 / 3) (Or.inr h43)
    have h2 := ((hasDerivAt_id' z).const_sub 1).rpow_const (p := 4 / 3) (Or.inr h43)
    refine HasDerivAt.deriv (HasDerivAt.congr_deriv
      (((h1.fun_add h2).div_const 2).const_mul (-(C / r))) ?_)
    rw [show (4 / 3 : ℝ) - 1 = 1 / 3 by norm_num]
    ring

/-- For positive spin densities the local exchange potentials are
`-(4/3) (C/rs) (1 + zeta)^(1/3)` for up and `-(4/3) (C/rs) (1 - zeta)^(1/3)` for down. -/
theorem exchange_potentials (C : ℝ) {a b : ℝ} (ha : 0 < a) (hb : 0 < b) :
    HasDerivAt (fun x => energyDensity (exchangeEps C) x b)
      (-(4 / 3) * (C / wignerSeitz (a + b)) * (1 + zeta a b) ^ (1 / 3 : ℝ)) a ∧
    HasDerivAt (fun y => energyDensity (exchangeEps C) a y)
      (-(4 / 3) * (C / wignerSeitz (a + b)) * (1 - zeta a b) ^ (1 / 3 : ℝ)) b := by
  have hn : 0 < a + b := by positivity
  have hr : wignerSeitz (a + b) ≠ 0 :=
    (Real.rpow_pos_of_pos (by positivity : 0 < 3 / (4 * π * (a + b))) _).ne'
  have hp : 0 < 1 + zeta a b := by
    have e : 1 + zeta a b = 2 * a / (a + b) := by
      unfold zeta
      field_simp <;> ring
    rw [e]
    positivity
  have hm : 0 < 1 - zeta a b := by
    have e : 1 - zeta a b = 2 * b / (a + b) := by
      unfold zeta
      field_simp <;> ring
    rw [e]
    positivity
  -- split off one full power so that only cube roots remain
  have pw : ∀ x : ℝ, 0 < x → x ^ (4 / 3 : ℝ) = x ^ (1 / 3 : ℝ) * x := by
    intro x hx
    rw [show (4 / 3 : ℝ) = 1 / 3 + 1 by norm_num, Real.rpow_add_one hx.ne']
  obtain ⟨hd, hR, hZ⟩ := exchange_partials C hr (zeta a b)
  obtain ⟨hu, hv⟩ := spin_density_chain_rule hn hd
  have hE : exchangeEps C (wignerSeitz (a + b), zeta a b) = -(C / wignerSeitz (a + b)) *
      (((1 + zeta a b) ^ (4 / 3 : ℝ) + (1 - zeta a b) ^ (4 / 3 : ℝ)) / 2) := rfl
  rw [pw _ hp, pw _ hm] at hE hR
  have alg : ∀ r z P M s : ℝ, r ≠ 0 →
      -(C / r) * ((P * (1 + z) + M * (1 - z)) / 2)
        - r / 3 * (C / r ^ 2 * ((P * (1 + z) + M * (1 - z)) / 2))
        + (s - z) * (-(C / r) * (2 / 3 * (P - M)))
      = -(2 / 3) * (C / r) * ((1 + s) * P + (1 - s) * M) := by
    intro r z P M s h
    field_simp
    ring
  constructor
  · refine hu.congr_deriv ?_
    rw [hE, hR, hZ, alg _ _ _ _ _ hr]
    ring
  · refine hv.congr_deriv ?_
    rw [hE, hR, hZ, alg _ _ _ _ _ hr]
    ring

end

end SpinDensityChainRules
```

```lean
#print axioms SpinDensityChainRules.hasDerivAt_energyDensity_path
#print axioms SpinDensityChainRules.potential_splitting_and_sum
#print axioms SpinDensityChainRules.exchange_potentials
```

```
'SpinDensityChainRules.hasDerivAt_energyDensity_path' depends on axioms: [propext, Classical.choice, Quot.sound]
'SpinDensityChainRules.potential_splitting_and_sum' depends on axioms: [propext, Classical.choice, Quot.sound]
'SpinDensityChainRules.exchange_potentials' depends on axioms: [propext, Classical.choice, Quot.sound]
```

## From the path rule to the potentials

`hasDerivAt_wignerSeitz` applies the power rule and rewrites the lowered exponent as a division, which gives −rs/(3n). `hasDerivAt_zeta` is the quotient rule.

`total_differential` evaluates the linear map `fderiv` on (1, 0) and (0, 1), identifies the results with the partial derivatives, and extends by linearity. `hasDerivAt_energyDensity_path` combines these results with the product rule; its local identity `alg` cancels n. The main theorem holds one spin density constant at a time.

`potential_splitting_and_sum` subtracts the two formulas, then uses ζn = a − b for the weighted sum.

`exchange_partials` proves differentiability and computes both partial derivatives. In `exchange_potentials`, the identities 1 + ζ = 2a/n and 1 − ζ = 2b/n show that both bases are positive. This permits the split x^(4/3) = x^(1/3) · x, and a final `alg` carries out the cancellation with s for both spins.
